# Nonzero full good Broyden steps solve an affine equation and keep it solved when its initial Jacobian row is exact

**Q:** Fix the objects first. What are the unknowns, the equations and the Jacobian model?

**A:** The unknowns form a real vector $x$ with finitely many components, indexed by `n`. The equations are $F(x)=0$, with components $F_i$ indexed by `m`. The model $B_k$ at iterate $x_k$ is a real `m` by `n` matrix, so it need not be square. Its row $i$, written $B_{k,i}$, is `B k i` in Lean.

```lean
import Mathlib

open Matrix

namespace BroydenAffineComponent

noncomputable section

variable {m n : Type*} [Fintype n]
```

The step is $s_k = x_{k+1}-x_k$, counted from $k=0$.

```lean
/-- The step `s_k = x_{k+1} - x_k` of a sequence of iterates. -/
def step (x : ℕ → n → ℝ) (k : ℕ) : n → ℝ := x (k + 1) - x k
```

**Q:** Good Broyden is usually written with a division by $s\cdot s$. Where is it?

**A:** It has been multiplied out. With $y$ the change of the residual, the update from $B$ to $B'$ satisfies
$$(s\cdot s)(B'-B) = (y-Bs)\,s^T .$$
In Lean, `⬝ᵥ` is the dot product, `*ᵥ` applies a matrix to a vector, and `vecMulVec` is the outer product.

```lean
/-- The good Broyden update from `B` to `B'` for step `s` and change of residual `y`,
written without division: `(s·s) (B' - B) = (y - B s) sᵀ`. -/
def IsBroydenUpdate (B B' : Matrix m n ℝ) (s : n → ℝ) (y : m → ℝ) : Prop :=
  (s ⬝ᵥ s) • (B' - B) = vecMulVec (y - B *ᵥ s) s
```

**Q:** And what counts as a run?

**A:** A run has $N$ steps, each nonzero, each obeying $B_k s_k=-F(x_k)$, and each followed by the update with $y_k=F(x_{k+1})-F(x_k)$. The sequences are indexed by all natural numbers, but only the first $N$ steps are constrained, so a calculation that stops is covered. That the linear system has a solution is assumed, not derived.

```lean
/-- A good Broyden run of `N` nonzero full steps for the equations `F = 0`, with iterates `x k`
and Jacobian models `B k`. -/
structure IsBroydenRun (F : (n → ℝ) → m → ℝ) (x : ℕ → n → ℝ) (B : ℕ → Matrix m n ℝ)
    (N : ℕ) : Prop where
  moves : ∀ k < N, step x k ≠ 0
  full_step : ∀ k < N, B k *ᵥ step x k = -F (x k)
  update : ∀ k < N, IsBroydenUpdate (B k) (B (k + 1)) (step x k) (F (x (k + 1)) - F (x k))
```

**Q:** Does the division-free relation really determine the new model?

**A:** Yes, for $s\neq0$. Entry $(i,j)$ reads $(s\cdot s)(B'_{ij}-B_{ij})=(y_i-B_i\cdot s)s_j$. Since $s\cdot s\ne0$, dividing gives
$$B'_i = B_i+\frac{y_i-B_i\cdot s}{s\cdot s}\,s .$$
The proof extracts this entry with `congrFun` and cancels the nonzero factor.

```lean
/-- For a nonzero step the Broyden update adds to each row a multiple of the step, weighted by
the error of that row's prediction. -/
theorem row_update {B B' : Matrix m n ℝ} {s : n → ℝ} {y : m → ℝ}
    (h : IsBroydenUpdate B B' s y) (hs : s ≠ 0) (i : m) :
    B' i = B i + ((y i - B i ⬝ᵥ s) / (s ⬝ᵥ s)) • s := by
  have hσ : s ⬝ᵥ s ≠ 0 := fun h0 => hs (dotProduct_self_eq_zero.mp h0)
  unfold IsBroydenUpdate at h
  funext j
  have hij : (s ⬝ᵥ s) * (B' i j - B i j) = (y i - B i ⬝ᵥ s) * s j :=
    congrFun (congrFun h i) j
  change B' i j = B i j + (y i - B i ⬝ᵥ s) / (s ⬝ᵥ s) * s j
  rw [div_mul_eq_mul_div, ← hij, mul_div_cancel_left₀ _ hσ]
  ring
```

Dotting the row formula with $s$ gives $B'_i\cdot s=B_i\cdot s+(y_i-B_i\cdot s)=y_i$. This is the secant equation, which confirms that the relation encodes the intended kind of update.

```lean
/-- Secant equation: for a nonzero step the updated model maps the step to the observed change
of the residual. -/
theorem secant_equation {B B' : Matrix m n ℝ} {s : n → ℝ} {y : m → ℝ}
    (h : IsBroydenUpdate B B' s y) (hs : s ≠ 0) : B' *ᵥ s = y := by
  have hσ : s ⬝ᵥ s ≠ 0 := fun h0 => hs (dotProduct_self_eq_zero.mp h0)
  funext i
  change B' i ⬝ᵥ s = y i
  rw [row_update h hs i, add_dotProduct, smul_dotProduct, smul_eq_mul, div_mul_cancel₀ _ hσ]
  ring
```

**Q:** What does taking the full step change?

**A:** It makes the numerator simple. Since $B_{k,i}\cdot s_k=-F_i(x_k)$,
$$y_{k,i}-B_{k,i}\cdot s_k=F_i(x_{k+1})-F_i(x_k)+F_i(x_k)=F_i(x_{k+1}).$$
Row $i$ therefore changes by $F_i(x_{k+1})\,s_k/(s_k\cdot s_k)$. The Lean proof makes the same substitution.

```lean
variable {F : (n → ℝ) → m → ℝ} {x : ℕ → n → ℝ} {B : ℕ → Matrix m n ℝ} {N : ℕ}

/-- After a full step, row `i` of the model changes by the new residual `F_i(x_{k+1})` times
the step, divided by the squared length of the step. -/
theorem row_full_step (hrun : IsBroydenRun F x B N) {k : ℕ} (hk : k < N) (i : m) :
    B (k + 1) i = B k i + (F (x (k + 1)) i / (step x k ⬝ᵥ step x k)) • step x k := by
  have h : B k i ⬝ᵥ step x k = -(F (x k) i) := congrFun (hrun.full_step k hk) i
  rw [row_update (hrun.update k hk) (hrun.moves k hk) i, Pi.sub_apply, h,
    sub_neg_eq_add, sub_add_cancel]
```

**Q:** So far $F$ is arbitrary. Where does the affine component enter?

**A:** Let $F_i(z)=a\cdot z-\beta$ for all $z$, with constant gradient $a$ and constant $\beta$. Then
$$F_i(x_{k+1})=F_i(x_k)+a\cdot s_k=(a-B_{k,i})\cdot s_k .$$
The new residual is the exact row minus the model's row, contracted with the step. The other components of $F$ remain unrestricted.

```lean
/-- For an affine component with gradient `a`, the residual after a full step is the difference `a`
minus the model's row `i`, contracted with the step. -/
theorem affine_residual (hrun : IsBroydenRun F x B N) {i : m} {a : n → ℝ} {β : ℝ}
    (hF : ∀ z, F z i = a ⬝ᵥ z - β) {k : ℕ} (hk : k < N) :
    F (x (k + 1)) i = (a - B k i) ⬝ᵥ step x k := by
  have h : B k i ⬝ᵥ step x k = -(F (x k) i) := congrFun (hrun.full_step k hk) i
  rw [sub_dotProduct, h, step, dotProduct_sub, hF (x (k + 1)), hF (x k)]
  ring
```

**Q:** Then an exact row gives a zero residual. Why does the row stay exact?

**A:** Because a zero residual produces no correction to the row. Suppose $B_{0,i}=a$. If $B_{k,i}=a$ for some $k<N$, the last formula gives $F_i(x_{k+1})=0$, and the row formula then gives $B_{k+1,i}=B_{k,i}=a$. By induction, $B_{k,i}=a$ for $0\le k\le N$ and $F_i(x_k)=0$ for $1\le k\le N$.

In the proof, `hres` is the first implication and `hrow` is the induction; `omega` handles the index bounds. For $N=0$ only the assumption on the initial row remains.

```lean
/-- In a good Broyden run of `N` nonzero full steps, if component `i` of `F` is affine with gradient
`a` and row `i` of the initial model is `a`, then row `i` of each model `B 0` to `B N` is `a` and
component `i` vanishes at each iterate `x k` with `1 ≤ k ≤ N`. -/
theorem affine_component_solved (hrun : IsBroydenRun F x B N) {i : m} {a : n → ℝ} {β : ℝ}
    (hF : ∀ z, F z i = a ⬝ᵥ z - β) (h0 : B 0 i = a) :
    (∀ k ≤ N, B k i = a) ∧ ∀ k, 1 ≤ k → k ≤ N → F (x k) i = 0 := by
  -- an exact row makes the next residual vanish
  have hres : ∀ k < N, B k i = a → F (x (k + 1)) i = 0 := by
    intro k hk h
    rw [affine_residual hrun hF hk, h, sub_self, zero_dotProduct]
  -- a vanishing residual leaves the row unchanged
  have hrow : ∀ k ≤ N, B k i = a := by
    intro k
    induction k with
    | zero => intro _; exact h0
    | succ k ih =>
      intro hk
      have hB := ih (by omega)
      rw [row_full_step hrun (by omega) i, hres k (by omega) hB, zero_div, zero_smul,
        add_zero, hB]
  refine ⟨hrow, fun k h1 hk => ?_⟩
  obtain ⟨j, rfl⟩ : ∃ j, k = j + 1 := ⟨k - 1, by omega⟩
  exact hres j (by omega) (hrow j (by omega))
```

**Q:** Geometrically, the iterates should then stay on a hyperplane.

**A:** For $a\ne0$ they do, from $x_1$ on. For $1\le k<N$, $a\cdot s_k=B_{k,i}\cdot s_k=-F_i(x_k)=0$, which is the next theorem.

```lean
/-- In a good Broyden run of `N` nonzero full steps, if component `i` of `F` is affine with gradient
`a` and row `i` of the initial model is `a`, then each step `s_k` with `1 ≤ k < N` is orthogonal to
`a`. -/
theorem later_steps_orthogonal (hrun : IsBroydenRun F x B N) {i : m} {a : n → ℝ} {β : ℝ}
    (hF : ∀ z, F z i = a ⬝ᵥ z - β) (h0 : B 0 i = a) {k : ℕ} (h1 : 1 ≤ k) (hk : k < N) :
    a ⬝ᵥ step x k = 0 := by
  obtain ⟨hrow, hzero⟩ := affine_component_solved hrun hF h0
  have h : B k i ⬝ᵥ step x k = -(F (x k) i) := congrFun (hrun.full_step k hk) i
  rw [hrow k hk.le, hzero k h1 hk.le, neg_zero] at h
  exact h
```

**Q:** What if my initial row is wrong?

**A:** Then its error can only shrink or stay the same. Write $e_k=B_{k,i}-a$, $r=F_i(x_{k+1})=-e_k\cdot s_k$ and $\sigma=s_k\cdot s_k$. Since $e_{k+1}=e_k+(r/\sigma)s_k$,
$$|e_{k+1}|^2=|e_k|^2+\frac{2r}{\sigma}\,e_k\cdot s_k+\frac{r^2}{\sigma}=|e_k|^2-\frac{r^2}{\sigma}.$$
Lean expands the dot products, and `linear_combination` closes the algebra using $(r/\sigma)\sigma=r$.

```lean
/-- For an affine component and any initial row, one full step lowers the squared error of
row `i` by the squared new residual over the squared length of the step. -/
theorem row_error_step (hrun : IsBroydenRun F x B N) {i : m} {a : n → ℝ} {β : ℝ}
    (hF : ∀ z, F z i = a ⬝ᵥ z - β) {k : ℕ} (hk : k < N) :
    (B (k + 1) i - a) ⬝ᵥ (B (k + 1) i - a)
      + F (x (k + 1)) i ^ 2 / (step x k ⬝ᵥ step x k) = (B k i - a) ⬝ᵥ (B k i - a) := by
  have hσ : step x k ⬝ᵥ step x k ≠ 0 :=
    fun h0 => hrun.moves k hk (dotProduct_self_eq_zero.mp h0)
  have hes : (B k i - a) ⬝ᵥ step x k = -(F (x (k + 1)) i) := by
    rw [affine_residual hrun hF hk, sub_dotProduct, sub_dotProduct]
    ring
  have hc := div_mul_cancel₀ (F (x (k + 1)) i) hσ
  rw [row_full_step hrun hk i, add_sub_right_comm]
  simp only [add_dotProduct, dotProduct_add, smul_dotProduct, dotProduct_smul, smul_eq_mul]
  rw [dotProduct_comm (step x k) (B k i - a), hes]
  linear_combination (F (x (k + 1)) i / (step x k ⬝ᵥ step x k)) * hc
```

Summing over the steps telescopes:
$$|e_N|^2+\sum_{k=0}^{N-1}\frac{F_i(x_{k+1})^2}{s_k\cdot s_k}=|e_0|^2 .$$
The formal proof is an induction on the number of steps included.

```lean
/-- Residual budget of an affine component: the final squared row error plus the sum of squared
residuals, each over its squared step length, equals the initial squared row error. -/
theorem residual_budget (hrun : IsBroydenRun F x B N) {i : m} {a : n → ℝ} {β : ℝ}
    (hF : ∀ z, F z i = a ⬝ᵥ z - β) :
    (B N i - a) ⬝ᵥ (B N i - a)
      + ∑ k ∈ Finset.range N, F (x (k + 1)) i ^ 2 / (step x k ⬝ᵥ step x k)
      = (B 0 i - a) ⬝ᵥ (B 0 i - a) := by
  have key : ∀ M ≤ N, (B M i - a) ⬝ᵥ (B M i - a)
      + ∑ k ∈ Finset.range M, F (x (k + 1)) i ^ 2 / (step x k ⬝ᵥ step x k)
      = (B 0 i - a) ⬝ᵥ (B 0 i - a) := by
    intro M
    induction M with
    | zero => intro _; simp
    | succ M ih =>
      intro hM
      rw [Finset.sum_range_succ]
      linarith [ih (by omega), row_error_step hrun hF (k := M) (by omega)]
  exact key N le_rfl
```

**Q:** Can a run satisfy all these conditions without solving the whole system?

**A:** Yes. Take $F(z)=(z_0+z_1-2,\;z_1^2-2)$, with components numbered from 0.

```lean
/-- Two equations in the plane, one affine and one quadratic: `z₀ + z₁ - 2` and `z₁² - 2`. -/
def demoF (z : Fin 2 → ℝ) : Fin 2 → ℝ := ![z 0 + z 1 - 2, z 1 ^ 2 - 2]
```

The iterates are $(0,0)$, $(0,2)$ and $(1,1)$.

```lean
/-- The iterates `(0,0)`, `(0,2)`, `(1,1)`. -/
def demoX (k : ℕ) : Fin 2 → ℝ :=
  if k = 0 then ![0, 0] else if k = 1 then ![0, 2] else ![1, 1]
```

All three models have first row $(1,1)$, while the second row changes.

```lean
/-- Three Jacobian models that share the first row `(1,1)`. -/
def demoB (k : ℕ) : Matrix (Fin 2) (Fin 2) ℝ :=
  if k = 0 then !![1, 1; 0, 1] else if k = 1 then !![1, 1; 0, 2] else !![1, 1; -1/2, 5/2]
```

The residuals are $(-2,-2)$, $(0,2)$ and $(0,-1)$: the affine equation is solved after one step, and the quadratic one is still unsolved after two. Lean checks the run step by step and entry by entry.

```lean
/-- The example is a good Broyden run of two nonzero full steps with an affine first component
and the exact first row at the start; its second component is `-1` at the last iterate. -/
theorem affine_component_witness :
    IsBroydenRun demoF demoX demoB 2 ∧ (∀ z, demoF z 0 = ![1, 1] ⬝ᵥ z - 2) ∧
      demoB 0 0 = ![1, 1] ∧ demoF (demoX 2) 1 = -1 := by
  refine ⟨⟨?_, ?_, ?_⟩, ?_, ?_, ?_⟩
  · intro k hk h
    have h1 := congrFun h 1
    interval_cases k <;> norm_num [step, demoX] at h1
  · intro k hk
    ext i
    interval_cases k <;> fin_cases i <;>
      norm_num [step, demoX, demoB, demoF, Matrix.mulVec, dotProduct, Fin.sum_univ_succ]
  · intro k hk
    unfold IsBroydenUpdate
    ext i j
    -- the update relation entry by entry
    change (step demoX k ⬝ᵥ step demoX k) * (demoB (k + 1) i j - demoB k i j)
      = (demoF (demoX (k + 1)) i - demoF (demoX k) i - ∑ l, demoB k i l * step demoX k l)
        * step demoX k j
    simp only [dotProduct, Fin.sum_univ_two]
    interval_cases k <;> fin_cases i <;> fin_cases j <;>
      norm_num [step, demoX, demoB, demoF]
  · intro z
    simp [demoF, dotProduct, Fin.sum_univ_succ]
  · ext j
    fin_cases j <;> simp [demoB]
  · norm_num [demoF, demoX]

end

end BroydenAffineComponent
```

```lean
#print axioms BroydenAffineComponent.secant_equation
#print axioms BroydenAffineComponent.affine_component_solved
#print axioms BroydenAffineComponent.later_steps_orthogonal
#print axioms BroydenAffineComponent.residual_budget
```

```
'BroydenAffineComponent.secant_equation' depends on axioms: [propext, Classical.choice, Quot.sound]
'BroydenAffineComponent.affine_component_solved' depends on axioms: [propext, Classical.choice, Quot.sound]
'BroydenAffineComponent.later_steps_orthogonal' depends on axioms: [propext, Classical.choice, Quot.sound]
'BroydenAffineComponent.residual_budget' depends on axioms: [propext, Classical.choice, Quot.sound]
```

**Q:** Is the condition of nonzero steps only cosmetic?

**A:** No. Take one unknown, $F(z)=z$, $B_0=1$ and $x_0=x_1=0$. The zero step turns the update relation into $0=0$, so $B_1=0$ is allowed. Then $x_2=1$ satisfies the full-step equation $B_1s_1=0=-F(x_1)$, yet $F(x_2)=1$. Both conclusions fail.

**Q:** And damping, which I use all the time?

**A:** It breaks the claim that one step solves the affine equation. The theorems about runs assume full steps, but a short calculation by hand shows what remains true with damping: the general update still leaves an exact row unchanged, since $y_{k,i}=a\cdot s_k=B_{k,i}\cdot s_k$, and taking $\alpha$ times the full step multiplies $F_i$ by $1-\alpha$, so a zero residual stays zero while a nonzero one is not removed unless $\alpha=1$. For $F(z)=z-1$, $B_0=1$ and $x_0=0$, half the full step gives $x_1=1/2$ and $F(x_1)=-1/2$.

**Q:** Where would I meet this in a code?

**A:** In a loop that solves `B s = -F`, sets `x += s`, evaluates the new residual `Fnew`, and adds `outer(Fnew, s)/dot(s, s)` to `B`. If the unknowns are atomic charges $q_j$ and one equation is $\sum_j q_j-Q=0$ with a fixed total charge $Q$, putting ones in that equation's row of the initial model makes every later iterate satisfy the constraint, provided the steps are full and nonzero and the arithmetic is exact. Convergence of the remaining equations is a separate question.
